# Finite-range force constants: supercell image sums and commensurate Fourier sums determine each other

## Which phonon wavevectors does a supercell fix?

Let $A$ be the group of lattice vectors of a crystal and $H\subset A$ the lattice of supercell translations. Let $\Phi(x)$ be one component of the force constants between an atom in the cell at the origin and an atom in the cell at $x$. The corresponding entry of the dynamical matrix, without its mass factor, is $\sum_x\Phi(x)e^{ik\cdot x}$.

When I displace an atom in a periodic supercell, all its images move too, so I obtain only sums of $\Phi$ over the cosets $x+H$. Yet my phonon code draws a smooth dispersion through every $k$. Which points of that curve follow from the supercell data, and what justifies the others?

## The commensurate ones, while the others need further information

Write $\chi(x)$ for the Bloch phase $e^{ik\cdot x}$, and call $\chi$ commensurate if $\chi(h)=1$ for all $h\in H$. I use $q$ for a coset of $H$, not for a wavevector as in much of the phonon literature. Set

$$I_\Phi(q)=\sum_{x\in q}\Phi(x),\qquad \hat\Phi(\chi)=\sum_x\Phi(x)\chi(x).$$

For $\Phi$ of finite range, the image sums $I_\Phi$ carry the same information as the values $\hat\Phi(\chi)$ at commensurate $\chi$. At any other $\chi$ they leave $\hat\Phi(\chi)$ open, unless something more is known about $\Phi$, such as a sufficiently short range.

### From image sums to Fourier sums and back

Let $\chi$ be commensurate. If $x$ and $y$ lie in one coset, then $\chi(y)=\chi(x)\chi(y-x)=\chi(x)$. So $\chi$ has a single value $\chi(q)$ on each coset, and

$$\hat\Phi(\chi)=\sum_q\chi(q)\,I_\Phi(q).$$

Equal image sums therefore give equal commensurate Fourier sums.

For the way back, let $N$ be the number of cosets. Each character $\psi$ of the finite group $A/H$ gives a commensurate character $\chi_\psi(x)=\psi(x+H)$. For $r\in A/H$,

$$\sum_\psi\psi(r)=\begin{cases}N,&r=0,\\0,&r\neq0.\end{cases}$$

At $r=0$ each of the $N$ characters contributes 1. If $r\ne0$, choose $\psi_0$ with $\psi_0(r)\neq1$. Multiplication by $\psi_0$ permutes the characters, so the sum equals $\psi_0(r)$ times itself and vanishes. Hence

$$\sum_\psi\psi(-q)\hat\Phi(\chi_\psi)=\sum_x\Phi(x)\sum_\psi\psi(x+H-q)=N\,I_\Phi(q).$$

If $\Phi$ and $\Psi$ have equal commensurate Fourier sums, the left-hand sides agree, and division by $N$ gives $I_\Phi=I_\Psi$.

### Between the commensurate points

Suppose $\chi(h)\neq1$ for some $h\in H$. A unit force constant at $h$ and one at $0$ have the same image sums, but their Fourier sums at $\chi$ are $\chi(h)$ and $1$. The supercell data alone do not fix the value there. For an atom and its own translates, along one Cartesian direction, the symmetry of second derivatives requires $\Phi(-x)=\Phi(x)$. Then put half a unit at each of $h$ and $-h$ instead of a unit at $h$: the sum $(\chi(h)+\chi(-h))/2$ also differs from $1$.

Now suppose that $\Phi$ and $\Psi$ both vanish outside a region $S$ with at most one point in each coset. Then $I_\Phi(x+H)=\Phi(x)$ for $x\in S$, and likewise for $\Psi$. Equal commensurate Fourier sums then force $\Phi=\Psi$, so the whole interpolated curve is fixed.

Without the condition on $S$ this fails. Take $A=\mathbb Z$, $H=2\mathbb Z$ and $S=\{-1,1\}$, with $\Phi$ a unit force constant at $1$ and $\Psi$ one at $-1$. The commensurate characters have $\chi(1)=\pm1=\chi(-1)$, so they see no difference. At $\chi(x)=i^x$ the sums are $i$ and $-i$. Neither function is even, so read them as couplings between two different atoms of the cell.

### What the Lean statements say

`A` is any abelian group, which includes $\mathbb Z^3$, and `Φ : A →₀ ℂ` is a complex function with finite support. `imageSum H Φ q` is $I_\Phi(q)$ and `latticeSum Φ χ` is $\hat\Phi(\chi)$. An `AddChar A ℂ` turns addition into multiplication; it need not have modulus one, so complex wavevectors are allowed.

- `imageSum_eq_iff_latticeSum_eq` is the equivalence, for `H` of finite index, as every supercell lattice has.
- `determined_iff_isCommensurate` holds for any subgroup. "Determined" there ranges over all finitely supported pairs, with no symmetry of the force constants and no acoustic sum rule imposed.
- `eq_of_latticeSum_eq_of_injOn` expresses the condition on $S$ by `Set.InjOn`.

Finite support excludes the long-range dipole–dipole tail of polar crystals. The step left to physics is that the supercell forces really yield `imageSum`, which rests on harmonic response: the forces due to all displaced images add linearly. Within this harmonic, finite-range model, the result tells a finite-displacement phonon calculation based on electronic-structure forces which wavevectors need no interpolation.

```lean
import Mathlib

open Finset

namespace SupercellForceConstants

noncomputable section

variable {A : Type*} [AddCommGroup A]

/-- The Fourier sum `∑ Φ(x) χ(x)` of finitely supported force constants `Φ`
at the character (Bloch phase) `χ`. -/
def latticeSum (Φ : A →₀ ℂ) (χ : AddChar A ℂ) : ℂ :=
  Φ.sum fun x c => c * χ x

open Classical in
/-- The force constant seen in a supercell: the sum of `Φ` over all periodic images,
that is, over one coset `q` of the supercell lattice `H`. -/
def imageSum (H : AddSubgroup A) (Φ : A →₀ ℂ) (q : A ⧸ H) : ℂ :=
  Φ.sum fun x c => if (x : A ⧸ H) = q then c else 0

/-- A character is commensurate with the supercell lattice `H` if it equals one on `H`. -/
def IsCommensurate (H : AddSubgroup A) (χ : AddChar A ℂ) : Prop :=
  ∀ h ∈ H, χ h = 1

/-- The image sums are the push-forward of the force constants to the quotient `A ⧸ H`. -/
theorem imageSum_eq_mapDomain (H : AddSubgroup A) (Φ : A →₀ ℂ) (q : A ⧸ H) :
    imageSum H Φ q = Φ.mapDomain (fun x : A => (x : A ⧸ H)) q := by
  classical
  rw [imageSum, Finsupp.mapDomain, Finsupp.sum_apply]
  refine Finset.sum_congr rfl fun x _ => ?_
  by_cases h : (x : A ⧸ H) = q <;> simp [h]

/-- Force constants with the same image sums have the same Fourier sum at every
commensurate character. -/
theorem latticeSum_eq_of_imageSum_eq {H : AddSubgroup A} {Φ Ψ : A →₀ ℂ}
    (h : ∀ q, imageSum H Φ q = imageSum H Ψ q) {χ : AddChar A ℂ}
    (hχ : IsCommensurate H χ) : latticeSum Φ χ = latticeSum Ψ χ := by
  -- a commensurate phase is the same at all points of a coset
  have hout : ∀ x : A, χ ((x : A ⧸ H).out) = χ x := by
    intro x
    have hx : -((x : A ⧸ H).out) + x ∈ H :=
      QuotientAddGroup.eq.1 (QuotientAddGroup.out_eq' _)
    calc χ ((x : A ⧸ H).out)
        = χ ((x : A ⧸ H).out) * χ (-((x : A ⧸ H).out) + x) := by
          rw [hχ _ hx, mul_one]
      _ = χ x := by rw [← AddChar.map_add_eq_mul, add_neg_cancel_left]
  -- hence the Fourier sum only sees the push-forward to the quotient
  have key : ∀ F : A →₀ ℂ, latticeSum F χ =
      (F.mapDomain (fun x : A => (x : A ⧸ H))).sum fun q c => c * χ q.out := by
    intro F
    rw [latticeSum, Finsupp.sum_mapDomain_index (by simp) (by intros; ring)]
    exact Finsupp.sum_congr fun x _ => by simp only [hout]
  have hmap : Φ.mapDomain (fun x : A => (x : A ⧸ H)) =
      Ψ.mapDomain (fun x : A => (x : A ⧸ H)) := by
    ext q
    rw [← imageSum_eq_mapDomain, ← imageSum_eq_mapDomain, h q]
  rw [key Φ, key Ψ, hmap]

/-- Inversion formula: for a supercell lattice of finite index, the index times an image sum
is the inverse Fourier sum over the characters of `A ⧸ H`, pulled back to the lattice. -/
theorem index_mul_imageSum (H : AddSubgroup A) [H.FiniteIndex] (Φ : A →₀ ℂ) (q : A ⧸ H) :
    (H.index : ℂ) * imageSum H Φ q =
      ∑ ψ : AddChar (A ⧸ H) ℂ,
        ψ (-q) * latticeSum Φ (ψ.compAddMonoidHom (QuotientAddGroup.mk' H)) := by
  classical
  let _ : Fintype (A ⧸ H) := Fintype.ofFinite _
  have hcard : H.index = Fintype.card (A ⧸ H) := by
    rw [AddSubgroup.index, Nat.card_eq_fintype_card]
  simp only [imageSum, latticeSum, Finsupp.sum, Finset.mul_sum]
  rw [Finset.sum_comm]
  refine Finset.sum_congr rfl fun x _ => ?_
  -- orthogonality of characters selects the coset of `x`
  have hsum : ∑ ψ : AddChar (A ⧸ H) ℂ,
      ψ (-q) * (Φ x * (ψ.compAddMonoidHom (QuotientAddGroup.mk' H)) x) =
      Φ x * ∑ ψ : AddChar (A ⧸ H) ℂ, ψ ((x : A ⧸ H) + -q) := by
    rw [Finset.mul_sum]
    refine Finset.sum_congr rfl fun ψ _ => ?_
    rw [AddChar.map_add_eq_mul]
    change ψ (-q) * (Φ x * ψ (x : A ⧸ H)) = _
    ring
  rw [hsum, AddChar.sum_apply_eq_ite, hcard]
  by_cases hx : (x : A ⧸ H) = q
  · simp [hx, mul_comm]
  · have hx' : (x : A ⧸ H) + -q ≠ 0 := fun e => hx (add_neg_eq_zero.1 e)
    rw [if_neg hx, if_neg hx', mul_zero, mul_zero]

/-- For a supercell lattice of finite index, two sets of force constants have the same image
sums exactly when their Fourier sums agree at every commensurate character. -/
theorem imageSum_eq_iff_latticeSum_eq (H : AddSubgroup A) [H.FiniteIndex] (Φ Ψ : A →₀ ℂ) :
    (∀ q, imageSum H Φ q = imageSum H Ψ q) ↔
      ∀ χ : AddChar A ℂ, IsCommensurate H χ → latticeSum Φ χ = latticeSum Ψ χ := by
  refine ⟨fun h χ hχ => latticeSum_eq_of_imageSum_eq h hχ, fun h q => ?_⟩
  have hN : (H.index : ℂ) ≠ 0 := Nat.cast_ne_zero.2 AddSubgroup.FiniteIndex.index_ne_zero
  apply mul_left_cancel₀ hN
  rw [index_mul_imageSum, index_mul_imageSum]
  refine Finset.sum_congr rfl fun ψ _ => ?_
  -- a character pulled back from the quotient is commensurate
  rw [h]
  intro x hx
  change ψ (x : A ⧸ H) = 1
  rw [(QuotientAddGroup.eq_zero_iff x).2 hx, AddChar.map_zero_eq_one]

/-- The image sums determine the Fourier sum at a character `χ` exactly when `χ` is
commensurate with the supercell lattice. -/
theorem determined_iff_isCommensurate (H : AddSubgroup A) (χ : AddChar A ℂ) :
    (∀ Φ Ψ : A →₀ ℂ, (∀ q, imageSum H Φ q = imageSum H Ψ q) →
      latticeSum Φ χ = latticeSum Ψ χ) ↔ IsCommensurate H χ := by
  refine ⟨fun hdet x hx => ?_, fun hχ Φ Ψ h => latticeSum_eq_of_imageSum_eq h hχ⟩
  -- compare a unit force constant at `x ∈ H` with one at the origin
  have hq : (x : A ⧸ H) = ((0 : A) : A ⧸ H) := by
    rw [(QuotientAddGroup.eq_zero_iff x).2 hx, QuotientAddGroup.mk_zero]
  have h := hdet (Finsupp.single x 1) (Finsupp.single 0 1) (fun q => by
    rw [imageSum_eq_mapDomain, imageSum_eq_mapDomain, Finsupp.mapDomain_single,
      Finsupp.mapDomain_single, hq])
  simpa [latticeSum, Finsupp.sum_single_index] using h

/-- Let the supercell lattice have finite index, and let two sets of force constants vanish
outside a region `S` that contains no two distinct periodic images of one point. If their
Fourier sums agree at all commensurate characters, the force constants are equal. -/
theorem eq_of_latticeSum_eq_of_injOn (H : AddSubgroup A) [H.FiniteIndex] {S : Set A}
    (hS : Set.InjOn (fun x : A => (x : A ⧸ H)) S) {Φ Ψ : A →₀ ℂ}
    (hΦ : ∀ x, Φ x ≠ 0 → x ∈ S) (hΨ : ∀ x, Ψ x ≠ 0 → x ∈ S)
    (h : ∀ χ : AddChar A ℂ, IsCommensurate H χ → latticeSum Φ χ = latticeSum Ψ χ) :
    Φ = Ψ := by
  -- inside `S` an image sum has a single term
  have key : ∀ F : A →₀ ℂ, (∀ x, F x ≠ 0 → x ∈ S) → ∀ x ∈ S,
      imageSum H F (x : A ⧸ H) = F x := by
    intro F hF x hx
    rw [imageSum, Finsupp.sum, Finset.sum_eq_single x]
    · simp
    · intro y hy hne
      exact if_neg fun e => hne (hS (hF y (Finsupp.mem_support_iff.1 hy)) hx e)
    · intro hx0
      simp [Finsupp.notMem_support_iff.1 hx0]
  ext x
  by_cases hx : x ∈ S
  · rw [← key Φ hΦ x hx, ← key Ψ hΨ x hx]
    exact (imageSum_eq_iff_latticeSum_eq H Φ Ψ).2 h _
  · rw [not_not.1 (mt (hΦ x) hx), not_not.1 (mt (hΨ x) hx)]

end

end SupercellForceConstants
```

```lean
#print axioms SupercellForceConstants.determined_iff_isCommensurate
#print axioms SupercellForceConstants.eq_of_latticeSum_eq_of_injOn
```

```
'SupercellForceConstants.determined_iff_isCommensurate' depends on axioms: [propext, Classical.choice, Quot.sound]
'SupercellForceConstants.eq_of_latticeSum_eq_of_injOn' depends on axioms: [propext, Classical.choice, Quot.sound]
```

### The proof, lemma by lemma

`imageSum_eq_mapDomain` identifies the image sums with the push-forward of `Φ` to `A ⧸ H`. In `latticeSum_eq_of_imageSum_eq`, `hout` shows that a commensurate character takes the same value at `x` and at the chosen representative of its coset. Then `key` regroups the Fourier sum by cosets, which is the first displayed identity of the derivation.

`index_mul_imageSum` is the inversion formula. `Finset.sum_comm` exchanges the sums over $x$ and $\psi$, `hsum` combines the two phases into $\psi(x+H-q)$, and orthogonality leaves only the points with $x+H=q$. The main equivalence applies this formula to both functions, after checking that pulled-back characters are commensurate, and cancels the nonzero index.

The last two theorems follow the arguments above: `Finsupp.single` supplies the unit force constants, and `Finset.sum_eq_single` reduces an image sum to its one term in $S$.

The Mathlib lemma behind the inversion is `AddChar.sum_apply_eq_ite`. It fixes a group element and sums over characters, whereas the other orthogonality relation fixes a character and sums over group elements. Its content is that a finite abelian group has enough complex characters to distinguish every nonzero element from zero, which is where $\psi_0$ came from. For a ring of $N$ cells it is the familiar sum $\sum_{m=0}^{N-1}e^{2\pi imr/N}$, equal to $N$ when $N$ divides $r$ and to zero otherwise.
